# Coupling free energy of harmonic Drude modes: zero-point shift at low temperature, logarithms of frequency ratios in units of $k_BT$ at high temperature

Take a single oscillator whose frequency changes from $v$ to $w$ when a coupling is switched on. With $\hbar=1$ and $b=1/(k_BT)$, its free energy changes by

$$F(b)=\frac1b\log\frac{\sinh(bw/2)}{\sinh(bv/2)} .$$

When it is cold, I expect only the zero-point shift $(w-v)/2$ to survive. When it is hot, $\hbar$ should drop out and $bF(b)$ should approach $\log(w/v)$. For $n$ modes with positive coupled frequencies $w_i$ and uncoupled frequencies $v_i$, both answers should become sums over $i$. How do I prove this rigorously, and can the proof be checked in Lean?

## One factorisation and one derivative give both limits

Start with one mode. For $b,w>0$, pull the growing exponential out of the hyperbolic sine:

$$\sinh\frac{bw}{2}=\frac{e^{bw/2}-e^{-bw/2}}{2}=\frac{e^{bw/2}\,(1-e^{-bw})}{2}.$$

Its logarithm is $bw/2+\log(1-e^{-bw})-\log 2$. Subtracting the same expression for $v$ removes $\log 2$. Summing over modes and dividing by $b$ gives an exact splitting:

$$F(b)=\frac12\sum_i(w_i-v_i)+\frac1b\sum_i\left[\log(1-e^{-bw_i})-\log(1-e^{-bv_i})\right].$$

**Low temperature.** As $b\to\infty$, every exponential tends to 0, so every logarithm tends to $\log 1=0$. The prefactor $1/b$ also tends to 0. What remains is $\frac12\sum_i(w_i-v_i)$.

**High temperature.** The function $b\mapsto\sinh(bw/2)$ vanishes at $b=0$ and has derivative $w/2$ there, so $\sinh(bw/2)/b\to w/2$ as $b\to0^+$. Hence

$$\frac{\sinh(bw_i/2)}{\sinh(bv_i/2)}=\frac{\sinh(bw_i/2)/b}{\sinh(bv_i/2)/b}\to\frac{w_i}{v_i}>0 .$$

The logarithm is continuous at this positive limit, and summing gives $bF(b)\to\sum_i\log(w_i/v_i)$.

If the frequencies are square roots of the eigenvalues of positive definite mass-weighted force matrices $K$ and $K_0$, then $\det K=\prod_i w_i^2$, so $\log\det K=2\sum_i\log w_i$, and likewise for $K_0$. The high-temperature limit becomes $\frac12\log(\det K/\det K_0)$.

## Two coupled oscillators

For two identical oscillators of frequency $w>0$ with dimensionless coupling $k$, $|k|<1$, the mass-weighted force matrix has diagonal entries $w^2$ and off-diagonal entries $kw^2$. It multiplies $(1,1)$ by $w^2(1+k)$ and $(1,-1)$ by $w^2(1-k)$; the normalised modes are $(1,\pm1)/\sqrt2$. Put $s=\sqrt{1+k}$ and $t=\sqrt{1-k}$. The low-temperature limit is

$$\tfrac12\left[(ws-w)+(wt-w)\right]=\frac w2(s+t-2).$$

Since $s^2+t^2=2$,

$$(s-1)^2+(t-1)^2=4-2(s+t),\qquad\text{so}\qquad s+t-2=-\tfrac12\left[(s-1)^2+(t-1)^2\right].$$

This is strictly negative when $k\ne0$, because then $s\neq1$. The high-temperature limit of $bF$ is $\log s+\log t=\frac12\log(1-k^2)$.

The low-temperature expression is the zero-point interaction energy used in coupled-oscillator models of dispersion, here for finitely many harmonic modes with given frequencies.

## What the Lean statements say

- `freeEnergy w v b` is $F(b)$. The frequencies are functions `ι → ℝ` on a finite index type, and `hw` and `hv` say that they are positive, which means that every mode is bound.
- `atTop` is the limit $b\to\infty$, and `𝓝[>] 0` is the approach to 0 through positive $b$.
- `K.PosDef` says that the mass-weighted force matrix is symmetric with positive eigenvalues, so the equilibrium is stable. `normalFrequency` takes the square roots of those eigenvalues.
- `pairFrequency w k` lists $w\sqrt{1+k}$ at index 0 and $w\sqrt{1-k}$ at index 1. The condition `|k| < 1` keeps both modes stable.

The sinh formula is the definition of $F$; it is not derived from a Hamiltonian and its partition function. Anharmonicity and the dependence of $k$ on distance are absent. The pair has one coordinate per oscillator, and its limits are stated for `pairFrequency`, with `pair_normal_modes` supplying the link to the force matrix.

```lean
import Mathlib

open Filter Topology Matrix

namespace DrudeFreeEnergy

noncomputable section

variable {ι : Type*} [Fintype ι]

/-- The free energy of oscillators with frequencies `w` relative to oscillators with
frequencies `v`, at inverse temperature `b`, in units with `ħ = 1`. -/
def freeEnergy (w v : ι → ℝ) (b : ℝ) : ℝ :=
  (1 / b) * ∑ i, Real.log (Real.sinh (b * w i / 2) / Real.sinh (b * v i / 2))

/-- For one mode, the logarithm of `sinh (b w / 2)` is a zero-point term plus a thermal
term, up to the constant `log 2`. -/
theorem log_sinh_mode {b w : ℝ} (hb : 0 < b) (hw : 0 < w) :
    Real.log (Real.sinh (b * w / 2)) =
      b * w / 2 + Real.log (1 - Real.exp (-(b * w))) - Real.log 2 := by
  have hbw : 0 < b * w := mul_pos hb hw
  have hlt : Real.exp (-(b * w)) < 1 := Real.exp_lt_one_iff.mpr (by linarith)
  have hpos : 1 - Real.exp (-(b * w)) ≠ 0 := by linarith
  have hexp : Real.exp (-(b * w / 2)) = Real.exp (b * w / 2) * Real.exp (-(b * w)) := by
    rw [← Real.exp_add]
    congr 1
    ring
  -- factor out the growing exponential
  have hs : Real.sinh (b * w / 2) =
      Real.exp (b * w / 2) * (1 - Real.exp (-(b * w))) / 2 := by
    rw [Real.sinh_eq, hexp]
    ring
  rw [hs, Real.log_div (mul_ne_zero (Real.exp_ne_zero _) hpos) two_ne_zero,
    Real.log_mul (Real.exp_ne_zero _) hpos, Real.log_exp]

/-- The free energy is the difference of zero-point energies plus a thermal term built from
the factors `1 - exp (-b w)` and `1 - exp (-b v)`. -/
theorem freeEnergy_eq_zeroPoint_add_thermal {w v : ι → ℝ} (hw : ∀ i, 0 < w i)
    (hv : ∀ i, 0 < v i) {b : ℝ} (hb : 0 < b) :
    freeEnergy w v b = 1 / 2 * ∑ i, (w i - v i) +
      1 / b * ∑ i, (Real.log (1 - Real.exp (-(b * w i))) -
        Real.log (1 - Real.exp (-(b * v i)))) := by
  have hmode : ∀ i, Real.log (Real.sinh (b * w i / 2) / Real.sinh (b * v i / 2)) =
      b / 2 * (w i - v i) + (Real.log (1 - Real.exp (-(b * w i))) -
        Real.log (1 - Real.exp (-(b * v i)))) := by
    intro i
    have h1 : 0 < b * w i / 2 := half_pos (mul_pos hb (hw i))
    have h2 : 0 < b * v i / 2 := half_pos (mul_pos hb (hv i))
    rw [Real.log_div (Real.sinh_pos_iff.mpr h1).ne' (Real.sinh_pos_iff.mpr h2).ne',
      log_sinh_mode hb (hw i), log_sinh_mode hb (hv i)]
    ring
  have hinv : 1 / b * b = 1 := one_div_mul_cancel hb.ne'
  unfold freeEnergy
  rw [Finset.sum_congr rfl (fun i _ => hmode i), Finset.sum_add_distrib, ← Finset.mul_sum]
  linear_combination (1 / 2 * ∑ i, (w i - v i)) * hinv

/-- As the temperature tends to zero, the free energy tends to the difference of the
zero-point energies. -/
theorem tendsto_freeEnergy_zero_temperature {w v : ι → ℝ} (hw : ∀ i, 0 < w i)
    (hv : ∀ i, 0 < v i) :
    Tendsto (freeEnergy w v) atTop (𝓝 (1 / 2 * ∑ i, (w i - v i))) := by
  -- each thermal factor freezes out
  have hfreeze : ∀ x : ℝ, 0 < x →
      Tendsto (fun b : ℝ => Real.log (1 - Real.exp (-(b * x)))) atTop (𝓝 0) := by
    intro x hx
    have he : Tendsto (fun b : ℝ => Real.exp (-(b * x))) atTop (𝓝 0) :=
      Real.tendsto_exp_neg_atTop_nhds_zero.comp (tendsto_id.atTop_mul_const hx)
    have hl := ((tendsto_const_nhds (x := (1 : ℝ))).sub he).log (by norm_num)
    simpa using hl
  have hinv : Tendsto (fun b : ℝ => 1 / b) atTop (𝓝 0) := by
    simpa only [one_div] using (tendsto_inv_atTop_zero (𝕜 := ℝ))
  have hsum := tendsto_finsetSum Finset.univ
    (fun i _ => (hfreeze (w i) (hw i)).sub (hfreeze (v i) (hv i)))
  have h := (tendsto_const_nhds (x := 1 / 2 * ∑ i, (w i - v i))).add (hinv.mul hsum)
  rw [zero_mul, add_zero] at h
  refine h.congr' ?_
  filter_upwards [eventually_gt_atTop (0 : ℝ)] with b hb
  exact (freeEnergy_eq_zeroPoint_add_thermal hw hv hb).symm

/-- As `b` tends to zero from above, `sinh (b w / 2) / b` tends to `w / 2`. -/
theorem tendsto_sinh_mode (w : ℝ) :
    Tendsto (fun b : ℝ => b⁻¹ * Real.sinh (b * w / 2)) (𝓝[>] 0) (𝓝 (w / 2)) := by
  have h1 : HasDerivAt (fun b : ℝ => b * w / 2) (w / 2) 0 := by
    simpa using ((hasDerivAt_id' (0 : ℝ)).mul_const w).div_const 2
  have h2 : HasDerivAt (fun b : ℝ => Real.sinh (b * w / 2)) (w / 2) 0 := by
    simpa using h1.sinh
  simpa using h2.tendsto_slope_zero_right

/-- In the high-temperature limit, the free energy divided by the thermal energy tends to
the sum of the logarithms of the frequency ratios. -/
theorem tendsto_freeEnergy_classical {w v : ι → ℝ} (hw : ∀ i, 0 < w i)
    (hv : ∀ i, 0 < v i) :
    Tendsto (fun b => b * freeEnergy w v b) (𝓝[>] 0)
      (𝓝 (∑ i, Real.log (w i / v i))) := by
  have hmode : ∀ i, Tendsto
      (fun b : ℝ => Real.log (Real.sinh (b * w i / 2) / Real.sinh (b * v i / 2)))
      (𝓝[>] 0) (𝓝 (Real.log (w i / v i))) := by
    intro i
    have hr := (tendsto_sinh_mode (w i)).div (tendsto_sinh_mode (v i)) (half_pos (hv i)).ne'
    have hlim : w i / 2 / (v i / 2) = w i / v i := by
      have := (hv i).ne'
      field_simp
    rw [hlim] at hr
    refine (hr.log (div_pos (hw i) (hv i)).ne').congr' ?_
    filter_upwards [self_mem_nhdsWithin] with b hb
    have hb0 : b ≠ 0 := ne_of_gt hb
    -- the common factor of temperature cancels in the ratio
    exact congrArg Real.log (mul_div_mul_left _ _ (inv_ne_zero hb0))
  refine (tendsto_finsetSum Finset.univ (fun i _ => hmode i)).congr' ?_
  filter_upwards [self_mem_nhdsWithin] with b hb
  have hb0 : b ≠ 0 := ne_of_gt hb
  unfold freeEnergy
  rw [← mul_assoc, mul_one_div_cancel hb0, one_mul]

/-- The normal-mode frequencies of a positive definite mass-weighted force matrix: the
square roots of its eigenvalues. -/
def normalFrequency [DecidableEq ι] {K : Matrix ι ι ℝ} (hK : K.PosDef) (i : ι) : ℝ :=
  √(hK.isHermitian.eigenvalues i)

/-- For coupled and uncoupled force matrices `K` and `K₀`, the high-temperature free energy
divided by the thermal energy tends to half the logarithm of the ratio of determinants. -/
theorem tendsto_freeEnergy_classical_det [DecidableEq ι] {K K₀ : Matrix ι ι ℝ}
    (hK : K.PosDef) (hK₀ : K₀.PosDef) :
    Tendsto (fun b => b * freeEnergy (normalFrequency hK) (normalFrequency hK₀) b)
      (𝓝[>] 0) (𝓝 (1 / 2 * Real.log (K.det / K₀.det))) := by
  have hfreq : ∀ {A : Matrix ι ι ℝ} (hA : A.PosDef) (i : ι), 0 < normalFrequency hA i :=
    fun hA i => Real.sqrt_pos.mpr (hA.eigenvalues_pos i)
  -- the determinant collects the squared frequencies
  have hdet : ∀ {A : Matrix ι ι ℝ} (hA : A.PosDef),
      Real.log A.det = 2 * ∑ i, Real.log (normalFrequency hA i) := by
    intro A hA
    have hd : A.det = ∏ i, hA.isHermitian.eigenvalues i := by
      simpa using hA.isHermitian.det_eq_prod_eigenvalues
    rw [hd, Real.log_prod (fun i _ => (hA.eigenvalues_pos i).ne'), Finset.mul_sum]
    refine Finset.sum_congr rfl (fun i _ => ?_)
    unfold normalFrequency
    rw [Real.log_sqrt (hA.eigenvalues_pos i).le]
    ring
  convert tendsto_freeEnergy_classical (hfreq hK) (hfreq hK₀) using 2
  rw [Real.log_div hK.det_pos.ne' hK₀.det_pos.ne', hdet hK, hdet hK₀,
    Finset.sum_congr rfl (fun i _ => Real.log_div (hfreq hK i).ne' (hfreq hK₀ i).ne'),
    Finset.sum_sub_distrib]
  ring

/-- The two frequencies `w √(1 + k)` and `w √(1 - k)` of a pair of identical Drude
oscillators with dimensionless coupling `k`. -/
def pairFrequency (w k : ℝ) : Fin 2 → ℝ := ![w * √(1 + k), w * √(1 - k)]

/-- The in-phase and out-of-phase displacements are eigenvectors of the pair's force matrix,
with the squared pair frequencies as eigenvalues. -/
theorem pair_normal_modes (w : ℝ) {k : ℝ} (hk : |k| < 1) :
    !![w ^ 2, k * w ^ 2; k * w ^ 2, w ^ 2] *ᵥ ![1, 1] =
        (pairFrequency w k 0) ^ 2 • ![1, 1] ∧
      !![w ^ 2, k * w ^ 2; k * w ^ 2, w ^ 2] *ᵥ ![1, -1] =
        (pairFrequency w k 1) ^ 2 • ![1, -1] := by
  obtain ⟨h1, h2⟩ := abs_lt.mp hk
  have e0 : (pairFrequency w k 0) ^ 2 = w ^ 2 * (1 + k) := by
    change (w * √(1 + k)) ^ 2 = _
    rw [mul_pow, Real.sq_sqrt (by linarith)]
  have e1 : (pairFrequency w k 1) ^ 2 = w ^ 2 * (1 - k) := by
    change (w * √(1 - k)) ^ 2 = _
    rw [mul_pow, Real.sq_sqrt (by linarith)]
  rw [e0, e1]
  constructor <;> ext i <;> fin_cases i <;>
    simp [Matrix.mulVec, dotProduct, Fin.sum_univ_two] <;> ring

/-- For a coupled Drude pair the free energy tends at zero temperature to a strictly negative
energy, and at high temperature its ratio to the thermal energy tends to
`log (1 - k ^ 2) / 2`. -/
theorem pair_limits {w k : ℝ} (hw : 0 < w) (hk : |k| < 1) (hk0 : k ≠ 0) :
    Tendsto (freeEnergy (pairFrequency w k) (fun _ => w)) atTop
        (𝓝 (w / 2 * (√(1 + k) + √(1 - k) - 2))) ∧
      w / 2 * (√(1 + k) + √(1 - k) - 2) < 0 ∧
      Tendsto (fun b => b * freeEnergy (pairFrequency w k) (fun _ => w) b) (𝓝[>] 0)
        (𝓝 (1 / 2 * Real.log (1 - k ^ 2))) := by
  obtain ⟨h1, h2⟩ := abs_lt.mp hk
  have hp : 0 < 1 + k := by linarith
  have hm : 0 < 1 - k := by linarith
  have hpos : ∀ i, 0 < pairFrequency w k i := by
    intro i
    fin_cases i
    · exact mul_pos hw (Real.sqrt_pos.mpr hp)
    · exact mul_pos hw (Real.sqrt_pos.mpr hm)
  refine ⟨?_, ?_, ?_⟩
  · convert tendsto_freeEnergy_zero_temperature hpos (fun _ => hw) using 2
    rw [Fin.sum_univ_two]
    change _ = 1 / 2 * ((w * √(1 + k) - w) + (w * √(1 - k) - w))
    ring
  · -- the squares of the two frequency shifts add up to a positive number
    have hs := Real.sq_sqrt hp.le
    have ht := Real.sq_sqrt hm.le
    have hne : √(1 + k) - 1 ≠ 0 := by
      intro h
      have h' : √(1 + k) = 1 := by linarith
      rw [h'] at hs
      exact hk0 (by linarith)
    have hsq : 0 < (√(1 + k) - 1) ^ 2 := by positivity
    have hneg : √(1 + k) + √(1 - k) - 2 < 0 := by
      nlinarith [sq_nonneg (√(1 - k) - 1)]
    exact mul_neg_of_pos_of_neg (half_pos hw) hneg
  · convert tendsto_freeEnergy_classical hpos (fun _ => hw) using 2
    rw [Fin.sum_univ_two]
    change _ = Real.log (w * √(1 + k) / w) + Real.log (w * √(1 - k) / w)
    rw [mul_div_cancel_left₀ _ hw.ne', mul_div_cancel_left₀ _ hw.ne',
      Real.log_sqrt hp.le, Real.log_sqrt hm.le,
      show 1 - k ^ 2 = (1 + k) * (1 - k) by ring, Real.log_mul hp.ne' hm.ne']
    ring

end

end DrudeFreeEnergy
```

```lean
#print axioms DrudeFreeEnergy.tendsto_freeEnergy_zero_temperature
#print axioms DrudeFreeEnergy.tendsto_freeEnergy_classical_det
#print axioms DrudeFreeEnergy.pair_normal_modes
#print axioms DrudeFreeEnergy.pair_limits
```

```
'DrudeFreeEnergy.tendsto_freeEnergy_zero_temperature' depends on axioms: [propext, Classical.choice, Quot.sound]
'DrudeFreeEnergy.tendsto_freeEnergy_classical_det' depends on axioms: [propext, Classical.choice, Quot.sound]
'DrudeFreeEnergy.pair_normal_modes' depends on axioms: [propext, Classical.choice, Quot.sound]
'DrudeFreeEnergy.pair_limits' depends on axioms: [propext, Classical.choice, Quot.sound]
```

## How the proof follows the calculation

`log_sinh_mode` is the one-mode factorisation, and `freeEnergy_eq_zeroPoint_add_thermal` sums it into the exact splitting. In `tendsto_freeEnergy_zero_temperature`, `hfreeze` sends each thermal logarithm to 0, and the limit rules for sums and products do the rest.

`tendsto_sinh_mode` obtains the derivative at zero by the chain rule and reads it as the limit of a difference quotient. `tendsto_freeEnergy_classical` divides two such limits, takes the logarithm and sums. In `tendsto_freeEnergy_classical_det`, `hdet` turns the logarithm of the determinant into twice the sum of the logarithms of the frequencies.

`pair_normal_modes` checks the two matrix products entry by entry. `pair_limits` specialises the general limits, and its `nlinarith` call uses the two squares from the negativity argument.

## Limits that only need an identity for positive b

Both main limits turn on `Tendsto.congr'`. It transfers a limit from one function to another when the two agree *eventually* along the filter, so they need not agree everywhere.

At low temperature, the limit is first proved for the split expression. The splitting has been established for $b>0$, and `eventually_gt_atTop (0 : ℝ)` says that this holds for all sufficiently large $b$. At high temperature, the cancellations of $b^{-1}$ in the ratio and of $b\cdot(1/b)$ in $bF(b)$ need $b\neq0$. Here `self_mem_nhdsWithin` supplies $b>0$, because the filter `𝓝[>] 0` looks only at positive values. In each case `filter_upwards` hands the proof one such $b$, and what remains is an identity at that $b$: the splitting already proved at low temperature, a cancellation at high temperature.
